# Hooke's atom: (1 + au) exp(−ωu²/4) solves the relative motion only at ω = 1/2

Q: Suppose I want an exact two-electron reference for testing a density functional at short range. I put two electrons in a harmonic trap of frequency ω = 1/4 and write down (1 + u/2) exp(−u²/16), with u the distance between them. The slope at contact is right and so is the Gaussian. What goes wrong?

A: The function is not an eigenfunction. No energy makes the Schrödinger equation hold at all separations, so part of the error you blame on the functional belongs to your reference. The same form with ω = 1/2 is exact, with relative energy 5/4, and among the functions (1 + au) exp(−ωu²/4) it is the only exact one.

Q: Start from the physics, then. Where does the equation come from?

A: From two electrons with Coulomb repulsion in the trap. In atomic units (ħ, the electron mass and the elementary charge all equal to 1) the Hamiltonian is

H = −½∇₁² − ½∇₂² + ½ω²(r₁² + r₂²) + 1/|r₁ − r₂|.

Put R = (r₁ + r₂)/2 for the centre of mass and let the vector r₁ − r₂ have length u. Then r₁² + r₂² = 2R² + u²/2, and the kinetic energy splits into −¼∇² for R and −∇² for the relative vector. The R part is a plain oscillator. For a relative function f(u) without angular dependence, which is even under exchange and so belongs to a spin singlet, what remains is

−f″ − 2f′/u + (ω²/4)u² f + f/u = E f.

Here E is the energy of the relative motion alone. The file takes this radial operator as its starting point; the separation I just did is not formalised.

In Lean 4 with Mathlib:

```lean
import Mathlib

open Polynomial

namespace HookeAtomExact

noncomputable section

/-- The radial Hamiltonian for the relative motion of two electrons in a harmonic trap of
frequency `ω`, acting on an s-wave function `f` at separation `u ≠ 0` (atomic units). -/
def relHamiltonian (ω : ℝ) (f : ℝ → ℝ) (u : ℝ) : ℝ :=
  -deriv (deriv f) u - 2 * deriv f u / u + ω ^ 2 / 4 * u ^ 2 * f u + f u / u
```

Q: `relHamiltonian` takes any function from ℝ to ℝ. Separations are not negative, and `deriv` returns 0 where a function has no derivative. Can either of these fake a solution?

A: No. The theorems evaluate the equation only at u > 0, and a derivative there depends only on values nearby, so the extension to negative u is irrelevant. The functions used are polynomials times a Gaussian, which are smooth, so `deriv` is the true derivative.

```lean
/-- A polynomial in the electron separation times the oscillator Gaussian `exp (-ω u² / 4)`. -/
def dressed (ω : ℝ) (p : ℝ[X]) (u : ℝ) : ℝ :=
  p.eval u * Real.exp (-(ω * u ^ 2 / 4))
```

Here `ℝ[X]` is the type of real polynomials, and `p.eval u` is the value p(u). The trap frequency in `dressed` is the one in the Hamiltonian, so the Gaussian is that of the relative oscillator without repulsion.

Q: Show me the reduction to a polynomial problem.

A: Write f = p g with g = exp(−ωu²/4). Since g′ = −(ω/2)u g,

f′ = (p′ − (ω/2)u p) g.

Applying the same rule again gives

f″ = (p″ − ωu p′ − (ω/2)p + (ω²/4)u² p) g.

Insert both into the equation. The terms in (ω²/4)u² p cancel, and the two contributions ω/2 and ω add up to 3ω/2:

Hf − Ef = (−p″ − 2p′/u + ωu p′ + (3ω/2 − E)p + p/u) g,

where H now denotes the radial operator. Taking out the factor −1/u leaves

Hf − Ef = −S g/u, with S = u p″ + 2p′ − ωu² p′ + (E − 3ω/2)u p − p.

The Gaussian is never zero, so at u > 0 the equation holds exactly when S(u) = 0. In the file S is `radialResidual`, with `X` for the variable u and `C` turning a number into a constant polynomial.

```lean
/-- The residual polynomial `u p'' + 2 p' - ω u² p' + (E - 3ω/2) u p - p`. -/
def radialResidual (ω E : ℝ) (p : ℝ[X]) : ℝ[X] :=
  X * derivative (derivative p) + C 2 * derivative p - C ω * (X * (X * derivative p))
    + C (E - 3 * ω / 2) * (X * p) - p
```

The differentiation rule is the first lemma.

```lean
/-- The derivative of a polynomial times the oscillator Gaussian is again a polynomial times
the same Gaussian, with `p` replaced by `p' - (ω/2) u p`. -/
theorem deriv_dressed (ω : ℝ) (p : ℝ[X]) :
    deriv (dressed ω p) = dressed ω (derivative p - C (ω / 2) * X * p) := by
  funext u
  have h2 : HasDerivAt (fun x : ℝ => x ^ 2) (2 * u) u := by
    simpa using hasDerivAt_pow 2 u
  have hg : HasDerivAt (fun x : ℝ => -(ω * x ^ 2 / 4)) (-(ω * u / 2)) u :=
    ((h2.const_mul ω).div_const 4).fun_neg.congr_deriv (by ring)
  have h := (p.hasDerivAt u).fun_mul hg.exp
  change deriv (fun x => p.eval x * Real.exp (-(ω * x ^ 2 / 4))) u = _
  rw [h.deriv]
  simp only [dressed, eval_sub, eval_mul, eval_C, eval_X]
  ring
```

Its proof establishes the derivative of the exponent, −ωu/2, and combines the chain rule for the exponential with the product rule. The closing `ring` collects the terms.

Q: And the equivalence with S(u) = 0?

A: That is the next theorem. The proof rewrites with `deriv_dressed` twice, once for each derivative. It then replaces the exponential by a letter `e`, which is legitimate because only algebra is left. `field_simp` clears the division by u and `ring` confirms the identity for Hf − Ef above. Since neither the exponential nor u is zero, the equivalence follows.

```lean
/-- At a positive separation, the Schrödinger equation for a polynomial times the oscillator
Gaussian holds exactly when the residual polynomial vanishes there. -/
theorem schrodinger_iff_residual (ω E : ℝ) (p : ℝ[X]) {u : ℝ} (hu : 0 < u) :
    relHamiltonian ω (dressed ω p) u = E * dressed ω p u ↔
      (radialResidual ω E p).eval u = 0 := by
  have hu0 : u ≠ 0 := hu.ne'
  -- the Gaussian factors out of the whole equation
  have key : relHamiltonian ω (dressed ω p) u - E * dressed ω p u =
      -((radialResidual ω E p).eval u) * Real.exp (-(ω * u ^ 2 / 4)) / u := by
    unfold relHamiltonian
    rw [deriv_dressed, deriv_dressed]
    simp only [dressed, radialResidual, derivative_sub, derivative_mul, derivative_C,
      derivative_X, eval_add, eval_sub, eval_mul, eval_C, eval_X, eval_zero, eval_one]
    generalize Real.exp (-(ω * u ^ 2 / 4)) = e
    field_simp
    ring
  rw [← sub_eq_zero, key]
  simp [hu0, Real.exp_ne_zero]
```

Q: Now the claim of uniqueness. What does it quantify over?

A: Over all real a, ω and E. For given values, the equation holds at every u > 0 if and only if a = 1/2, ω = 1/2 and E = 5/4. Neither ω > 0 nor normalisability is assumed; the positive frequency comes out of the equation.

By hand, p = 1 + au has p′ = a and p″ = 0, so

S = (2a − 1) + (E − 3ω/2 − a)u + a(E − 5ω/2)u².

All three coefficients must vanish. The first gives a = 1/2, which is the electron–electron cusp condition f′(0) = f(0)/2: the slope that lets the kinetic term −2f′/u cancel the repulsion f/u at contact. The other two then read E = 3ω/2 + 1/2 and E = 5ω/2, so ω = 1/2 and E = 5/4. At your ω = 1/4 they ask for E = 7/8 and E = 5/8 at once.

```lean
/-- The function `(1 + a u) exp (-ω u² / 4)` solves the relative Schrödinger equation with
energy `E` at all positive separations if and only if `a = 1/2`, `ω = 1/2` and `E = 5/4`. -/
theorem linear_solution_iff (a ω E : ℝ) :
    (∀ u : ℝ, 0 < u → relHamiltonian ω (dressed ω (1 + C a * X)) u =
      E * dressed ω (1 + C a * X) u) ↔ a = 1 / 2 ∧ ω = 1 / 2 ∧ E = 5 / 4 := by
  have ev : ∀ u : ℝ, (radialResidual ω E (1 + C a * X)).eval u =
      (2 * a - 1) + (E - 3 * ω / 2 - a) * u + (E - 5 * ω / 2) * a * u ^ 2 := by
    intro u
    simp only [radialResidual, derivative_add, derivative_mul, derivative_C, derivative_X,
      derivative_one, derivative_zero, eval_add, eval_sub, eval_mul, eval_C, eval_X,
      eval_zero, eval_one]
    ring
  constructor
  · intro h
    -- three separations fix the three coefficients of the residual
    have h1 := (schrodinger_iff_residual ω E _ (by norm_num)).1 (h 1 (by norm_num))
    have h2 := (schrodinger_iff_residual ω E _ (by norm_num)).1 (h 2 (by norm_num))
    have h3 := (schrodinger_iff_residual ω E _ (by norm_num)).1 (h 3 (by norm_num))
    rw [ev] at h1 h2 h3
    have ha : a = 1 / 2 := by
      linear_combination (3 / 2) * h1 - (3 / 2) * h2 + (1 / 2) * h3
    have hb : E - 3 * ω / 2 - a = 0 := by
      linear_combination (-5 / 2) * h1 + 4 * h2 - (3 / 2) * h3
    have hc : (E - 5 * ω / 2) * a = 0 := by
      linear_combination (1 / 2) * h1 - h2 + (1 / 2) * h3
    rw [ha] at hb hc
    exact ⟨ha, by linarith, by linarith⟩
  · rintro ⟨rfl, rfl, rfl⟩ u hu
    rw [schrodinger_iff_residual _ _ _ hu, ev]
    ring
```

The auxiliary statement `ev` is this quadratic. For the forward direction the proof uses only the separations u = 1, 2 and 3. Three values determine a quadratic, and the fractions in the `linear_combination` steps are the weights that recover each coefficient from them. For the converse, the values are substituted and the quadratic is identically zero.

Q: So is this a derivation of the cusp condition?

A: Only within this family. The general cusp condition concerns Coulomb wavefunctions of any form, whereas here the slope is found for a linear polynomial times a Gaussian. The constant term is also fixed at 1. That loses only an overall factor and the pure multiples bu, and for b ≠ 0 those fail anyway, because their S has constant term 2b.

Q: I would like to see the solution without the polynomial notation.

A: Here it is, with the function written out. The potential term is u²/16, because ω²/4 = 1/16.

```lean
/-- Hooke's atom at frequency `1/2`: the function `(1 + u/2) exp (-u²/8)` solves the relative
Schrödinger equation with energy `5/4` at every positive separation. -/
theorem hooke_atom_schrodinger {u : ℝ} (hu : 0 < u) :
    relHamiltonian (1 / 2) (fun r => (1 + r / 2) * Real.exp (-r ^ 2 / 8)) u =
      5 / 4 * ((1 + u / 2) * Real.exp (-u ^ 2 / 8)) := by
  have hf : (fun r : ℝ => (1 + r / 2) * Real.exp (-r ^ 2 / 8)) =
      dressed (1 / 2) (1 + C (1 / 2) * X) := by
    funext r
    simp only [dressed, eval_add, eval_mul, eval_C, eval_X, eval_one]
    rw [show -((1 / 2 : ℝ) * r ^ 2 / 4) = -r ^ 2 / 8 by ring]
    ring
  have h := (linear_solution_iff (1 / 2) (1 / 2) (5 / 4)).2 ⟨rfl, rfl, rfl⟩ u hu
  rw [← hf] at h
  exact h
```

The proof identifies the explicit function with `dressed` for p = 1 + u/2 and applies the converse direction of the previous theorem.

Q: Is ω = 1/2 an isolated accident, or do longer polynomials work elsewhere?

A: There is a restriction that holds for every degree. Let p be a nonzero polynomial of degree n with leading coefficient c, and suppose that p g solves the equation at all u > 0. Then S has infinitely many roots, so all its coefficients are zero. At order n + 1 only two terms of S contribute: −ωu² p′ gives −ωnc, and (E − 3ω/2)u p gives (E − 3ω/2)c. Since c ≠ 0,

E = ω(n + 3/2).

```lean
/-- If a nonzero polynomial times the oscillator Gaussian solves the relative Schrödinger
equation at all positive separations, its energy is `ω (n + 3/2)` with `n` the degree. -/
theorem energy_of_polynomial_solution (ω E : ℝ) (p : ℝ[X]) (hp : p ≠ 0)
    (h : ∀ u : ℝ, 0 < u → relHamiltonian ω (dressed ω p) u = E * dressed ω p u) :
    E = ω * (p.natDegree + 3 / 2) := by
  -- the residual has infinitely many roots, hence vanishes identically
  have hz : radialResidual ω E p = 0 :=
    Polynomial.eq_zero_of_infinite_isRoot _ ((Set.Ioi_infinite (0 : ℝ)).mono
      (fun u hu => (schrodinger_iff_residual ω E p hu).1 (h u hu)))
  have hX : ∀ n : ℕ, (X * derivative p).coeff n = n * p.coeff n := by
    intro n
    cases n with
    | zero => simp
    | succ n =>
      rw [coeff_X_mul, coeff_derivative]
      push_cast
      ring
  have h1 : p.coeff (p.natDegree + 1) = 0 :=
    coeff_eq_zero_of_natDegree_lt (by omega)
  have h2 : p.coeff (p.natDegree + 1 + 1) = 0 :=
    coeff_eq_zero_of_natDegree_lt (by omega)
  have hl : p.coeff p.natDegree ≠ 0 := by simpa using hp
  -- compare the highest coefficients
  have hc := congrArg (fun q : ℝ[X] => q.coeff (p.natDegree + 1)) hz
  simp only [radialResidual, coeff_add, coeff_sub, coeff_C_mul, coeff_X_mul, hX,
    coeff_derivative, h1, h2, coeff_zero] at hc
  apply mul_right_cancel₀ hl
  linear_combination hc
```

In the file n is `p.natDegree`. The step `hz` is the argument from infinitely many roots, `hX` gives the coefficients of u p′, and `h1` and `h2` say that the two coefficients of p just above its degree vanish. After the comparison at order n + 1, `mul_right_cancel₀` cancels the leading coefficient.

Q: That looks like an oscillator spectrum. Has the repulsion disappeared?

A: No. The formula is necessary, not sufficient. The lower coefficients of S must vanish too, and that is where the repulsion enters, through the term −p. For n = 1 they leave only ω = 1/2. For n = 0 they leave nothing: a nonzero constant p gives S a constant term −p, so the premise of the theorem is never met.

For n = 2 there is a solution at ω = 1/10. Take p = 1 + u/2 + u²/20 and E = 7/20, so that E − 3ω/2 = 1/5. The coefficients of S are then

order 0: 1 − 1 = 0

order 1: 1/10 + 1/5 + 1/5 − 1/2 = 0

order 2: −1/20 + 1/10 − 1/20 = 0

order 3: −1/100 + 1/100 = 0.

```lean
/-- At frequency `1/10` the function `(1 + u/2 + u²/20) exp (-u²/40)` solves the relative
Schrödinger equation with energy `7/20` at every positive separation. -/
theorem hooke_atom_quadratic {u : ℝ} (hu : 0 < u) :
    relHamiltonian (1 / 10)
        (fun r => (1 + r / 2 + r ^ 2 / 20) * Real.exp (-r ^ 2 / 40)) u =
      7 / 20 * ((1 + u / 2 + u ^ 2 / 20) * Real.exp (-u ^ 2 / 40)) := by
  have hf : (fun r : ℝ => (1 + r / 2 + r ^ 2 / 20) * Real.exp (-r ^ 2 / 40)) =
      dressed (1 / 10) (1 + C (1 / 2) * X + C (1 / 20) * (X * X)) := by
    funext r
    simp only [dressed, eval_add, eval_mul, eval_C, eval_X, eval_one]
    rw [show -((1 / 10 : ℝ) * r ^ 2 / 4) = -r ^ 2 / 40 by ring]
    ring
  have h := (schrodinger_iff_residual (1 / 10) (7 / 20)
    (1 + C (1 / 2) * X + C (1 / 20) * (X * X)) hu).2 (by
      simp only [radialResidual, derivative_add, derivative_mul, derivative_C, derivative_X,
        derivative_one, derivative_zero, eval_add, eval_sub, eval_mul, eval_C, eval_X,
        eval_zero, eval_one]
      ring)
  rw [← hf] at h
  exact h

end

end HookeAtomExact
```

```lean
#print axioms HookeAtomExact.hooke_atom_schrodinger
#print axioms HookeAtomExact.energy_of_polynomial_solution
#print axioms HookeAtomExact.hooke_atom_quadratic
```

```
'HookeAtomExact.hooke_atom_schrodinger' depends on axioms: [propext, Classical.choice, Quot.sound]
'HookeAtomExact.energy_of_polynomial_solution' depends on axioms: [propext, Classical.choice, Quot.sound]
'HookeAtomExact.hooke_atom_quadratic' depends on axioms: [propext, Classical.choice, Quot.sound]
```

The proof of `hooke_atom_quadratic` has the same pattern as before: it recognises the explicit function as a dressed polynomial and lets `ring` check that S vanishes. The theorem verifies this one solution and makes no claim of uniqueness among quadratics.

Q: None of these functions is normalised, and I need a pair density.

A: Elementary Gaussian integrals, done here by hand and not in the file, give for ∫₀^∞ u² f² du

8 + 5√π at ω = 1/2,

600 + (305/2)√(5π) at ω = 1/10.

Divide f by the square root of 4π times this number to normalise it over the three-dimensional relative vector. Its square is then the probability density of that vector; the full pair density has the centre-of-mass density as a further factor. The equation is linear, so normalising f changes neither E nor the ratio f′(0)/f(0).

Q: Would you have reached the same statements with the reduced radial function?

A: Yes, with different bookkeeping. Put χ = u f. Because (u f)″ = u f″ + 2f′, the equation becomes

−χ″ + (ω²/4)u² χ + χ/u = E χ,

which is a one-dimensional problem on the half-line. The term with the first derivative is gone, the polynomial in χ has degree m = n + 1, and the energy formula reads E = ω(m + 1/2). In general the condition χ(0) = 0 has to be added. For a polynomial times the Gaussian it follows from the equation, since χ/u would otherwise diverge at contact with nothing to cancel it. The cost is that the cusp is harder to see: the slope f′(0) becomes half the second derivative of χ at the origin. The file keeps f, whose value at contact enters the on-top pair density directly: up to the convention for counting pairs, that density is the square of f(0), with f normalised, times the centre-of-mass density at the same point.

Q: What may I then use this for?

A: As exact reference data for the short-range behaviour of approximate pair densities and correlated wavefunctions, in a model of two electrons in a harmonic trap at ω = 1/2 and ω = 1/10. A density functional is tested on a ground state, and both functions are ground states of the relative motion, because they are normalisable and positive at every separation. That standard argument is not in the file: the theorems do not say that 5/4 or 7/20 is the lowest relative energy at its frequency, and they do not treat other angular momenta or solutions that are not a polynomial times this Gaussian. For a trap at ω = 1/4 you need a numerical solution or a different ansatz, since a linear polynomial will not do.
